# Independent walkers that can die and leave one copy on average die out with probability tending to one

My diffusion Monte Carlo runs end with no walkers left. In a toy version I switched off population control and tuned the trial energy so that each walker leaves exactly one copy on average. I expected the population to fluctuate around its starting value, since its mean is conserved. Instead it wanders and sooner or later hits zero. Starting with more walkers only delays this. Is it a bug, or is there a starting number large enough to be safe?

## No starting number is safe forever

Extinction in the toy version is expected and is not in itself a sign of a bug. Suppose that all walkers branch independently by the same law, with a bounded number of copies, mean one and a nonzero chance of death. Then extinction by generation $n$ has a probability that tends to one as $n$ grows, for every starting number $N$. More walkers do help for a limited time: over a fixed number of generations, a large enough $N$ makes extinction as unlikely as you like. But no $N$ protects a run that goes on indefinitely. The conserved mean doesn't contradict this: it is an average over all runs, carried by ever fewer surviving runs whose average population keeps growing.

Let $p_k$ be the probability that a walker is replaced by $k$ walkers, and put
$$f(s)=\sum_k p_k s^k,\qquad f(1)=1,\qquad m=f'(1)=\sum_k k\,p_k .$$
The total offspring of $N$ independent walkers is distributed by the coefficients of $f^N$. Let $e_n(N)$ be the probability that $N$ walkers have died out after $n$ generations. Conditioning on the first generation gives
$$e_{n+1}(N)=\sum_k [s^k]f^N\; e_n(k),$$
where $[s^k]$ takes the coefficient of $s^k$, and $e_0(N)$ is $1$ for $N=0$ and $0$ otherwise.

**Reduction to one walker.** Let $q_0=0$ and $q_{n+1}=f(q_n)$. Then $e_n(N)=q_n^N$. This holds at $n=0$ (with $0^0=1$), and if it holds at $n$, the sum above is $f(q_n)^N=q_{n+1}^N$. Since $f$ has nonnegative coefficients and $f(1)=1$, all $q_n$ lie in $[0,1]$.

**A gap above the diagonal.** For $0\le s\le 1$, Bernoulli's inequality gives $s^{k+1}\ge s\,(1-k(1-s))$. Multiply by $p_{k+1}$, sum over $k\ge0$ and add $p_0$. With $\sum_k p_{k+1}=1-p_0$ and $\sum_k k\,p_{k+1}=m-1+p_0$,
$$f(s)\ge p_0+s(1-p_0)-s(1-s)(m-1+p_0)=s+p_0(1-s)^2+s(1-s)(1-m).$$
For $m\le1$ the last term is nonnegative, so $f(s)\ge s+p_0(1-s)^2$. In particular $q_{n+1}\ge q_n$.

**The decay of survival.** Let $d_n=1-q_n$. Then $d_{n+1}\le d_n-p_0d_n^2$. If $d_n(1+p_0n)\le1$, then, because $p_0d_n\le1$,
$$d_{n+1}(1+p_0n+p_0)\le(1-p_0d_n)(1+p_0d_n)=1-(p_0d_n)^2\le1 .$$
As $d_0=1$, the bound holds for all $n$. Bernoulli once more gives $1-q_n^N\le N(1-q_n)$, hence
$$1-e_n(N)\le\frac{N}{1+p_0n}.$$
For $p_0>0$ the right side tends to zero. After $n\ge 2N/p_0$ generations, extinction is already more likely than not. For fixed $n$, on the other hand, $p_0<1$ gives $q_n<1$, so $e_n(N)=q_n^N$ tends to zero as $N$ grows.

```lean
import Mathlib

open Polynomial Filter Topology

namespace CriticalBranching

noncomputable section

/-- An offspring law, encoded by its generating polynomial: the coefficient of `s ^ k` is the
probability that a walker is replaced by `k` walkers. -/
structure IsOffspringLaw (f : ℝ[X]) : Prop where
  nonneg : ∀ k, 0 ≤ f.coeff k
  total : f.eval 1 = 1

/-- Probability that `N` independent walkers have died out after `n` generations, obtained by
conditioning on the first generation, whose total size is distributed by the coefficients
of `f ^ N`. -/
def extinctProb (f : ℝ[X]) : ℕ → ℕ → ℝ
  | 0, N => if N = 0 then 1 else 0
  | n + 1, N => ∑ k ∈ Finset.range ((f ^ N).natDegree + 1),
      (f ^ N).coeff k * extinctProb f n k

/-- The iterates `0, f(0), f(f(0)), ...` of the generating polynomial. -/
def genIterate (f : ℝ[X]) : ℕ → ℝ
  | 0 => 0
  | n + 1 => f.eval (genIterate f n)

/-- The extinction probability of `N` walkers after `n` generations is the `N`-th power of the
`n`-th iterate of the generating polynomial at zero. -/
theorem extinctProb_eq_pow (f : ℝ[X]) (n N : ℕ) :
    extinctProb f n N = genIterate f n ^ N := by
  induction n generalizing N with
  | zero => simp only [extinctProb, genIterate, zero_pow_eq]
  | succ n ih =>
    simp only [extinctProb, genIterate, ih]
    rw [← eval_pow, eval_eq_sum_range]

/-- The generating polynomial of an offspring law is nondecreasing on nonnegative arguments. -/
theorem eval_mono {f : ℝ[X]} (hf : IsOffspringLaw f) {s t : ℝ} (hs : 0 ≤ s) (hst : s ≤ t) :
    f.eval s ≤ f.eval t := by
  rw [eval_eq_sum_range, eval_eq_sum_range]
  exact Finset.sum_le_sum fun k _ =>
    mul_le_mul_of_nonneg_left (pow_le_pow_left₀ hs hst k) (hf.nonneg k)

/-- The iterates of the generating polynomial of an offspring law lie between 0 and 1. -/
theorem genIterate_mem {f : ℝ[X]} (hf : IsOffspringLaw f) (n : ℕ) :
    0 ≤ genIterate f n ∧ genIterate f n ≤ 1 := by
  induction n with
  | zero => simp [genIterate]
  | succ n ih =>
    refine ⟨?_, (eval_mono hf ih.1 ih.2).trans_eq hf.total⟩
    simp only [genIterate]
    rw [eval_eq_sum_range]
    exact Finset.sum_nonneg fun k _ => mul_nonneg (hf.nonneg k) (pow_nonneg ih.1 k)

/-- If walkers leave at most one copy on average, the generating polynomial lies above the
diagonal on `[0, 1]` by at least `f(0) (1 - s) ^ 2`. -/
theorem eval_ge {f : ℝ[X]} (hf : IsOffspringLaw f) (hm : f.derivative.eval 1 ≤ 1)
    {s : ℝ} (hs : 0 ≤ s) (hs1 : s ≤ 1) :
    s + f.coeff 0 * (1 - s) ^ 2 ≤ f.eval s := by
  have hmean : f.derivative.eval 1
      = ∑ k ∈ Finset.range (f.natDegree + 1), f.coeff k * (k : ℝ) := by
    rw [derivative_eval, sum_over_range]
    · simp
    · intro n
      simp
  have htot := hf.total
  rw [eval_eq_sum_range, Finset.sum_range_succ'] at htot
  rw [hmean, Finset.sum_range_succ'] at hm
  rw [eval_eq_sum_range, Finset.sum_range_succ']
  simp only [one_pow, mul_one, pow_zero, Nat.cast_zero, mul_zero, add_zero] at htot hm ⊢
  -- Bernoulli's inequality for every outcome with at least one copy
  have hb : ∑ k ∈ Finset.range f.natDegree, f.coeff (k + 1) * (s * (1 + k * (s - 1)))
      ≤ ∑ k ∈ Finset.range f.natDegree, f.coeff (k + 1) * s ^ (k + 1) := by
    refine Finset.sum_le_sum fun k _ => mul_le_mul_of_nonneg_left ?_ (hf.nonneg _)
    have h := one_add_mul_le_pow (show (-2 : ℝ) ≤ s - 1 by linarith) k
    rw [add_sub_cancel] at h
    rw [pow_succ']
    exact mul_le_mul_of_nonneg_left h hs
  have he : ∑ k ∈ Finset.range f.natDegree, f.coeff (k + 1) * (s * (1 + k * (s - 1)))
      = s * ∑ k ∈ Finset.range f.natDegree, f.coeff (k + 1)
        + s * (s - 1) * (∑ k ∈ Finset.range f.natDegree, f.coeff (k + 1) * ((k + 1 : ℕ) : ℝ)
          - ∑ k ∈ Finset.range f.natDegree, f.coeff (k + 1)) := by
    rw [← Finset.sum_sub_distrib, Finset.mul_sum, Finset.mul_sum, ← Finset.sum_add_distrib]
    refine Finset.sum_congr rfl fun k _ => ?_
    push_cast
    ring
  rw [he] at hb
  have hA : ∑ k ∈ Finset.range f.natDegree, f.coeff (k + 1) = 1 - f.coeff 0 := by linarith
  rw [hA] at hb
  have hp := mul_nonneg (mul_nonneg hs (sub_nonneg.2 hs1)) (sub_nonneg.2 hm)
  linarith

/-- With at most one copy per walker on average, the probability that `N` walkers still have
descendants after `n` generations is at most `N / (1 + f(0) n)`. -/
theorem survival_le {f : ℝ[X]} (hf : IsOffspringLaw f) (hm : f.derivative.eval 1 ≤ 1)
    (n N : ℕ) : 1 - extinctProb f n N ≤ N / (1 + f.coeff 0 * n) := by
  have hp := hf.nonneg 0
  have hp1 : f.coeff 0 ≤ 1 := by
    have h := (genIterate_mem hf 1).2
    simpa only [genIterate, ← coeff_zero_eq_eval_zero] using h
  -- one walker: the survival probability d obeys d' ≤ d - f(0) d ^ 2
  have key : (1 - genIterate f n) * (1 + f.coeff 0 * n) ≤ 1 := by
    induction n with
    | zero => simp [genIterate]
    | succ n ih =>
      obtain ⟨h0, h1⟩ := genIterate_mem hf n
      have hstep := eval_ge hf hm h0 h1
      simp only [genIterate]
      push_cast
      set d := 1 - genIterate f n with hd
      have hA : 0 ≤ 1 + f.coeff 0 * ((n : ℝ) + 1) := by positivity
      have h2 : 1 - f.eval (genIterate f n) ≤ d - f.coeff 0 * d ^ 2 := by linarith
      have h3 := mul_le_mul_of_nonneg_right h2 hA
      have h4 : f.coeff 0 * d ≤ 1 := mul_le_one₀ hp1 (by linarith) (by linarith)
      have h5 := mul_nonneg (sub_nonneg.2 ih) (sub_nonneg.2 h4)
      have h6 := sq_nonneg (f.coeff 0 * d)
      linarith
  have hpos : 0 < 1 + f.coeff 0 * (n : ℝ) := by positivity
  -- N walkers: union bound, again from Bernoulli's inequality
  have hB := one_add_mul_le_pow
    (show (-2 : ℝ) ≤ genIterate f n - 1 by linarith [(genIterate_mem hf n).1]) N
  rw [add_sub_cancel] at hB
  rw [extinctProb_eq_pow, le_div_iff₀ hpos]
  have h1 : 1 - genIterate f n ^ N ≤ N * (1 - genIterate f n) := by linarith
  have h2 := mul_le_mul_of_nonneg_right h1 hpos.le
  have h3 := mul_le_mul_of_nonneg_left key (Nat.cast_nonneg (α := ℝ) N)
  linarith

/-- If walkers can die and leave exactly one copy on average, the extinction probability of any
number `N` of independent walkers never decreases in time and tends to one. -/
theorem critical_extinction {f : ℝ[X]} (hf : IsOffspringLaw f) (h0 : 0 < f.coeff 0)
    (hm : f.derivative.eval 1 = 1) (N : ℕ) :
    Monotone (fun n => extinctProb f n N) ∧
      Tendsto (fun n => extinctProb f n N) atTop (𝓝 1) := by
  constructor
  · refine monotone_nat_of_le_succ fun n => ?_
    obtain ⟨hq0, hq1⟩ := genIterate_mem hf n
    rw [extinctProb_eq_pow, extinctProb_eq_pow]
    refine pow_le_pow_left₀ hq0 ?_ N
    have h := eval_ge hf hm.le hq0 hq1
    have h' := mul_nonneg h0.le (sq_nonneg (1 - genIterate f n))
    simp only [genIterate]
    linarith
  · have hlim : Tendsto (fun n : ℕ => (N : ℝ) / (1 + f.coeff 0 * n)) atTop (𝓝 0) :=
      tendsto_const_nhds.div_atTop (tendsto_atTop_add_const_left _ _
        (tendsto_natCast_atTop_atTop.const_mul_atTop h0))
    have hlow : Tendsto (fun n : ℕ => 1 - (N : ℝ) / (1 + f.coeff 0 * n)) atTop (𝓝 1) := by
      simpa using hlim.const_sub 1
    refine tendsto_of_tendsto_of_tendsto_of_le_of_le hlow tendsto_const_nhds
      (fun n => ?_) (fun n => ?_)
    · have h := survival_le hf hm.le n N
      change 1 - (N : ℝ) / (1 + f.coeff 0 * n) ≤ extinctProb f n N
      linarith
    · change extinctProb f n N ≤ 1
      rw [extinctProb_eq_pow]
      exact pow_le_one₀ (genIterate_mem hf n).1 (genIterate_mem hf n).2

/-- If walkers leave more than one copy on average, the extinction probability of a nonempty
population stays below a fixed number smaller than one at all times. -/
theorem supercritical_survival {f : ℝ[X]} (hf : IsOffspringLaw f)
    (hm : 1 < f.derivative.eval 1) {N : ℕ} (hN : N ≠ 0) :
    ∃ s < 1, ∀ n, extinctProb f n N ≤ s := by
  -- the slope at 1 exceeds one, so the graph dips below the diagonal just left of 1
  have h1 := (hasDerivAt_iff_tendsto_slope.1 (f.hasDerivAt 1)).eventually (lt_mem_nhds hm)
  have h2 := h1.filter_mono
    (nhdsWithin_mono (1 : ℝ) (fun x (hx : x ∈ Set.Iio (1 : ℝ)) => ne_of_lt hx))
  have h3 : ∀ᶠ s in 𝓝[<] (1 : ℝ), s ∈ Set.Ioo (0 : ℝ) 1 := Ioo_mem_nhdsLT zero_lt_one
  obtain ⟨s, hs, hs0, hs1⟩ := (h2.and h3).exists
  simp only [slope_def_field, hf.total] at hs
  rw [lt_div_iff_of_neg (by linarith)] at hs
  refine ⟨s, hs1, fun n => ?_⟩
  have hq : genIterate f n ≤ s := by
    induction n with
    | zero => exact hs0.le
    | succ n ih =>
      have h := eval_mono hf (genIterate_mem hf n).1 ih
      simp only [genIterate]
      linarith
  rw [extinctProb_eq_pow]
  exact (pow_le_of_le_one (genIterate_mem hf n).1 (genIterate_mem hf n).2 hN).trans hq

/-- If no walker can die without leaving a copy, a nonempty population never dies out. -/
theorem no_extinction_of_no_death {f : ℝ[X]} (h0 : f.coeff 0 = 0) {N : ℕ} (hN : N ≠ 0)
    (n : ℕ) : extinctProb f n N = 0 := by
  have hq : genIterate f n = 0 := by
    induction n with
    | zero => rfl
    | succ n ih => simp only [genIterate, ih, ← coeff_zero_eq_eval_zero, h0]
  rw [extinctProb_eq_pow, hq, zero_pow hN]

/-- The law in which a walker dies with probability 2/3 and triples with probability 1/3 is an
offspring law with possible death and mean one. -/
theorem critical_extinction_witness :
    IsOffspringLaw (C (2 / 3) + C (1 / 3) * X ^ 3) ∧
      0 < (C (2 / 3) + C (1 / 3) * X ^ 3 : ℝ[X]).coeff 0 ∧
      (C (2 / 3) + C (1 / 3) * X ^ 3 : ℝ[X]).derivative.eval 1 = 1 := by
  refine ⟨⟨fun k => ?_, ?_⟩, ?_, ?_⟩
  · simp only [coeff_add, coeff_C_mul, coeff_X_pow, coeff_C]
    split_ifs <;> norm_num
  · simp only [eval_add, eval_mul, eval_C, eval_pow, eval_X]
    norm_num
  · simp only [coeff_add, coeff_C_mul, coeff_X_pow, coeff_C]
    norm_num
  · simp only [derivative_add, derivative_C, derivative_C_mul, derivative_X_pow, eval_add,
      eval_mul, eval_C, eval_pow, eval_X, eval_zero]
    norm_num

end

end CriticalBranching
```

```lean
#print axioms CriticalBranching.critical_extinction
#print axioms CriticalBranching.supercritical_survival
#print axioms CriticalBranching.no_extinction_of_no_death
```

```
'CriticalBranching.critical_extinction' depends on axioms: [propext, Classical.choice, Quot.sound]
'CriticalBranching.supercritical_survival' depends on axioms: [propext, Classical.choice, Quot.sound]
'CriticalBranching.no_extinction_of_no_death' depends on axioms: [propext, Classical.choice, Quot.sound]
```

## What the theorems say about walkers

`IsOffspringLaw f` says that the real polynomial `f` has nonnegative coefficients and value one at $s=1$. Here `f.coeff 0` is the death probability $p_0$, and `f.derivative.eval 1` is the mean $m$. `extinctProb f n N` is $e_n(N)$, with the generation first and the population second, and `genIterate f n` is $q_n$. Extinction is defined by the recursion over generations, and its link to the iterates is proved.

`critical_extinction` assumes $p_0>0$ and $m=1$, and concludes for every `N` that the extinction probability never decreases in `n` and tends to one. The condition $m=1$ stands for a perfectly tuned trial energy, and $p_0>0$ for branching weights that sometimes delete a walker. `survival_le` gives the explicit bound for every $m\le1$.

In a real simulation the branching weight depends on a walker's position, and population control couples the walkers. The model has neither: one fixed law serves every walker in every generation. Within it, if walkers can die, a correct trial energy alone does not sustain a finite population indefinitely, which is a reason to use feedback or a fixed-population scheme in diffusion Monte Carlo.

## When death or the mean condition is missing

Take $f(s)=s$: every walker leaves exactly one copy. The mean is one, but a nonempty population lives forever. So some chance of death is needed, and `no_extinction_of_no_death` shows this for every polynomial with $p_0=0$.

Take $f(s)=\tfrac14+\tfrac34s^2$, with mean $\tfrac32$. Since $f(\tfrac13)=\tfrac13$ and $f$ is increasing, all $q_n\le\tfrac13$, and a nonempty population survives with probability at least $\tfrac23$. So the mean must not exceed one. `supercritical_survival` proves the general case: for $m>1$ and $N\ge1$ a fixed $s<1$ bounds the extinction probability at all times.

## From the estimates to the Lean proof

`extinctProb_eq_pow` is the induction for $e_n(N)=q_n^N$; `eval_eq_sum_range` turns the sum over first generations into a value of $f^N$. `eval_mono` and `genIterate_mem` keep the iterates in $[0,1]$.

In `eval_ge`, `hmean` writes the derivative at one as the mean, and `Finset.sum_range_succ'` splits off the death term. Then `hb` is the summed Bernoulli inequality, `he` regroups its left side, and `hp` is $s(1-s)(1-m)\ge0$.

In `survival_le`, `key` is the induction for $d_n(1+p_0n)\le1$. Its facts `h5` and `h6` are the products $(1-d_n(1+p_0n))(1-p_0d_n)\ge0$ and $(p_0d_n)^2\ge0$. Together with `h3`, which is $d_{n+1}\le d_n-p_0d_n^2$ multiplied by $1+p_0(n+1)$, they let `linarith` close the step. `hB` passes from one walker to $N$.

`critical_extinction` gets monotonicity from `eval_ge` and the limit by squeezing $e_n(N)$ between $1-N/(1+p_0n)$ and $1$. For `supercritical_survival`, a slope above one at $s=1$ yields a point $0<s<1$ with $f(s)<s$, and induction keeps every iterate below it.

Finally, `critical_extinction_witness` checks that death with probability $\tfrac23$ and tripling with probability $\tfrac13$ satisfy all hypotheses of `critical_extinction`.
